# A point charge in the non-interacting planar Thomas-Fermi gas: finite electron number, divergent energy

Bind electrons in a plane to a point charge, compute their Thomas-Fermi density on a radial grid and count them. The count converges as the grid is refined. The energy doesn't: each time the smallest radius is halved, it drops by about the same amount. Anyone who takes this for a numerical fault will go on refining the grid in search of a limit that does not exist.

Let the charge be Z > 0 and the chemical potential -mu with mu > 0, in atomic units, and leave out the repulsion between electrons. The density is then

n(r) = (Z/r - mu)/π for 0 < r ≤ Z/mu,

and zero further out. It holds N = Z²/mu electrons, but its energy outside a core of radius a tends to minus infinity as a decreases to 0.

## From the local energy to the logarithm

In a planar gas with spin, filled up to the wave number k, the density is n = k²/(2π) and the kinetic energy density is k⁴/(8π) = (π/2)n². The energy relative to the chemical potential is E + mu N, so its local density for a trial value m at radius r is

(π/2)m² - (Z/r)m + mu m.

For r ≤ Z/mu, completing the square gives

(π/2)(m - n(r))² - (Z/r - mu)²/(2π).

The square vanishes at m = n(r), which is therefore the best value at each radius. Multiply what remains by the planar measure 2πr dr and integrate outside the core. With E and N both counted only there, this gives

E + mu N = -∫ r(Z/r - mu)² dr, from a to R = Z/mu.

The integrand expands to Z²/r - 2Z mu + mu² r. Since mu R = Z, integration yields

E + mu N = (3/2)Z² - 2Z mu a + mu²a²/2 - Z² log(Z/(mu a)).

For the bare energy E the local density is -((Z/r)² - mu²)/(2π), and so

E = Z²/2 - mu²a²/2 - Z² log(Z/(mu a)).

In both results the polynomial stays finite as a → 0 while the logarithm grows without bound. The electron number has no such term, because the measure cancels the singularity of the density. For the whole disc, core included, it is

N = ∫ 2(Z - mu r) dr = 2ZR - mu R² = Z²/mu, from 0 to R.

Take Z = mu = 1, so that R = 1 and the whole disc holds one electron. For a = 0.1 the core leaves out 2a - a² = 0.19 electrons, and E + mu N = 1.5 - 0.2 + 0.005 - 2.303 = -0.998 hartree. For a = 0.01 it leaves out only 0.0199 electrons, yet the energy has fallen to 1.5 - 0.02 + 0.00005 - 4.605 = -3.125 hartree.

The same calculation settles the case of a charge at height d above the plane, with 0 < d < Z/mu. The attraction is now Z/s with s = √(r² + d²), and r dr = s ds turns the energy integral over the whole disc into -∫ s(Z/s - mu)² ds from d to Z/mu. This is the integral above with d in place of a. The energy is finite at every such height and diverges logarithmically as the charge approaches the plane.

In orbital-free work on two-dimensional systems, a point charge in the plane thus has no finite energy when the model consists of the Thomas-Fermi kinetic term and the external attraction alone. The fault lies with that kinetic term, since a single Schrödinger electron in the same planar potential has the finite ground-state energy -2Z².

## Density, electron number and energy as Lean definitions

```lean
import Mathlib

open Real Filter Topology

namespace PlanarThomasFermi

noncomputable section
```

The density is a function of three real numbers. Its formula turns negative beyond Z/mu, so the edge of the disc enters through the integration limits of the theorems.

```lean
/-- The planar Thomas-Fermi density around a point charge `Z` at chemical potential `-mu`,
for radii `0 < r ≤ Z / mu`. -/
def density (Z mu r : ℝ) : ℝ := (Z / r - mu) / π
```

For a radial profile `n`, the electron number between two radii is an integral with the planar measure.

```lean
/-- The number of electrons between the radii `a` and `b` for a radial density `n` in the plane. -/
def electrons (n : ℝ → ℝ) (a b : ℝ) : ℝ := ∫ r in a..b, 2 * π * r * n r
```

The energy functional keeps its kinetic, attractive and chemical-potential terms separate. The coefficient π/2 is put in as the kinetic energy of the uniform planar gas. Because `mu` here is an argument independent of the one in `density`, `grandEnergy Z 0 (density Z mu)` is the bare energy E of the same density.

```lean
/-- Kinetic energy plus attraction to the charge `Z` plus `mu` times the electron number,
for a radial density `n` between the positive radii `a` and `b`. -/
def grandEnergy (Z mu : ℝ) (n : ℝ → ℝ) (a b : ℝ) : ℝ :=
  ∫ r in a..b, 2 * π * r * (π / 2 * n r ^ 2 - Z / r * n r + mu * n r)
```

## The Thomas-Fermi density as minimiser

The completed square is an algebraic identity for every trial value `m`. The proof replaces `Z / r` by a single letter `v`, after which clearing the denominators and `ring` finish the calculation.

```lean
/-- The local energy of a density value `m` at radius `r` is a constant plus a square that
measures the deviation of `m` from the Thomas-Fermi density. -/
theorem local_energy (Z mu r m : ℝ) :
    π / 2 * m ^ 2 - Z / r * m + mu * m
      = π / 2 * (m - density Z mu r) ^ 2 - (Z / r - mu) ^ 2 / (2 * π) := by
  have hπ : π ≠ 0 := Real.pi_ne_zero
  unfold density
  generalize Z / r = v
  field_simp
  ring
```

The next theorem compares the density with all continuous profiles on the annulus a ≤ r ≤ Z/mu, without fixing their electron number. Trial profiles may even be negative; for Z, mu > 0 the winner is not, so it is also the best among physical densities there. The proof first shows that continuous profiles give integrable energies away from the origin. Then `integral_mono_on` reduces the comparison to one radius at a time, where `local_energy` leaves a non-negative square as the difference.

```lean
/-- On the annulus `a ≤ r ≤ Z / mu` with `a > 0`, the Thomas-Fermi density has the lowest energy
relative to the chemical potential among all continuous radial profiles. -/
theorem density_minimises {Z mu a : ℝ} (ha : 0 < a) (hab : a ≤ Z / mu) {m : ℝ → ℝ}
    (hm : ContinuousOn m (Set.Icc a (Z / mu))) :
    grandEnergy Z mu (density Z mu) a (Z / mu) ≤ grandEnergy Z mu m a (Z / mu) := by
  have hV : ContinuousOn (fun r : ℝ => Z / r) (Set.Icc a (Z / mu)) :=
    continuousOn_const.div continuousOn_id (fun r hr => (lt_of_lt_of_le ha hr.1).ne')
  have hd : ContinuousOn (density Z mu) (Set.Icc a (Z / mu)) :=
    (hV.sub continuousOn_const).div_const _
  -- away from the origin every continuous profile has a finite energy
  have hint : ∀ f : ℝ → ℝ, ContinuousOn f (Set.Icc a (Z / mu)) →
      IntervalIntegrable (fun r => 2 * π * r * (π / 2 * f r ^ 2 - Z / r * f r + mu * f r))
        MeasureTheory.volume a (Z / mu) := by
    intro f hf
    apply ContinuousOn.intervalIntegrable
    rw [Set.uIcc_of_le hab]
    exact (continuousOn_const.mul continuousOn_id).mul
      (((continuousOn_const.mul (hf.pow 2)).sub (hV.mul hf)).add (continuousOn_const.mul hf))
  -- compare the two energies radius by radius
  refine intervalIntegral.integral_mono_on hab (hint _ hd) (hint _ hm) (fun r hr => ?_)
  have hr0 : 0 < r := lt_of_lt_of_le ha hr.1
  refine mul_le_mul_of_nonneg_left ?_ (by positivity)
  rw [local_energy Z mu r (density Z mu r), local_energy Z mu r (m r), sub_self]
  have hsq : 0 ≤ π / 2 * (m r - density Z mu r) ^ 2 := by positivity
  linarith
```

## Closed forms outside the core

Inserting the density gives the integral of -r(Z/r - mu)². The two integrands agree at every radius between the positive limits, which `integral_congr` turns into equality of the integrals.

```lean
/-- Between positive radii, the energy of the Thomas-Fermi density relative to the chemical
potential is minus the integral of `r (Z / r - mu) ^ 2`. -/
theorem grandEnergy_density (Z mu : ℝ) {a b : ℝ} (ha : 0 < a) (hb : 0 < b) :
    grandEnergy Z mu (density Z mu) a b = -∫ r in a..b, r * (Z / r - mu) ^ 2 := by
  unfold grandEnergy
  rw [← intervalIntegral.integral_neg]
  refine intervalIntegral.integral_congr (fun r hr => ?_)
  have hr0 : r ≠ 0 := (lt_of_lt_of_le (lt_min ha hb) hr.1).ne'
  have hπ : π ≠ 0 := Real.pi_ne_zero
  simp only [density]
  field_simp
  ring
```

Both energies need the integral of A/r + B + Cr. The proof supplies the antiderivative A log r + Br + Cr²/2, checks its derivative and applies the fundamental theorem of calculus.

```lean
/-- The integral of `A / r + B + C r` between two positive radii. -/
theorem radial_integral (A B C : ℝ) {a b : ℝ} (ha : 0 < a) (hb : 0 < b) :
    ∫ r in a..b, (A / r + B + C * r)
      = A * Real.log (b / a) + B * (b - a) + C * (b ^ 2 - a ^ 2) / 2 := by
  have hne : ∀ r ∈ Set.uIcc a b, r ≠ 0 :=
    fun r hr => (lt_of_lt_of_le (lt_min ha hb) hr.1).ne'
  rw [intervalIntegral.integral_eq_sub_of_hasDerivAt
    (f := fun r => A * Real.log r + B * r + C / 2 * (r * r)), Real.log_div hb.ne' ha.ne']
  · ring
  · intro r hr
    refine ((((Real.hasDerivAt_log (hne r hr)).const_mul A).fun_add
      ((hasDerivAt_id' r).const_mul B)).fun_add
      (((hasDerivAt_id' r).fun_mul (hasDerivAt_id' r)).const_mul (C / 2))).congr_deriv ?_
    ring
  · apply ContinuousOn.intervalIntegrable
    exact ((continuousOn_const.div continuousOn_id hne).add continuousOn_const).add
      (continuousOn_const.mul continuousOn_id)
```

For the energy relative to the chemical potential, the coefficients are Z², -2Z mu and mu², with an overall minus sign. The last two lines name the outer radius `R` and use mu R = Z to simplify the polynomial, just as in the derivation by hand.

```lean
/-- For `Z, mu, a > 0`, the integral from `a` to `Z / mu` that defines the energy relative to the
chemical potential is a quadratic polynomial in `a` minus `Z ^ 2 log (Z / (mu a))`. For `a ≤ Z / mu`
it is the energy outside a core of radius `a`. -/
theorem grandEnergy_closed {Z mu a : ℝ} (hZ : 0 < Z) (hmu : 0 < mu) (ha : 0 < a) :
    grandEnergy Z mu (density Z mu) a (Z / mu)
      = (3 / 2 * Z ^ 2 - 2 * Z * mu * a + mu ^ 2 * a ^ 2 / 2)
        - Z ^ 2 * Real.log (Z / (mu * a)) := by
  have hb : 0 < Z / mu := div_pos hZ hmu
  have hR : mu * (Z / mu) = Z := mul_div_cancel₀ Z hmu.ne'
  have h : ∫ r in a..(Z / mu), r * (Z / r - mu) ^ 2
      = ∫ r in a..(Z / mu), (Z ^ 2 / r + (-2 * Z * mu) + mu ^ 2 * r) := by
    refine intervalIntegral.integral_congr (fun r hr => ?_)
    have hr0 : r ≠ 0 := (lt_of_lt_of_le (lt_min ha hb) hr.1).ne'
    field_simp
    ring
  rw [grandEnergy_density Z mu ha hb, h, radial_integral _ _ _ ha hb, div_div]
  generalize Z / mu = R at hR ⊢
  linear_combination (3 * Z - mu * R) / 2 * hR
```

The bare energy follows in the same way with coefficients -Z², 0 and mu².

```lean
/-- For `Z, mu, a > 0`, a closed form of the integral from `a` to `Z / mu` of the kinetic energy
plus attraction of the Thomas-Fermi density, without the chemical potential term. For `a ≤ Z / mu`
it is the bare energy outside a core of radius `a`. -/
theorem bareEnergy_closed {Z mu a : ℝ} (hZ : 0 < Z) (hmu : 0 < mu) (ha : 0 < a) :
    grandEnergy Z 0 (density Z mu) a (Z / mu)
      = (Z ^ 2 / 2 - mu ^ 2 * a ^ 2 / 2) - Z ^ 2 * Real.log (Z / (mu * a)) := by
  have hb : 0 < Z / mu := div_pos hZ hmu
  have hR : mu * (Z / mu) = Z := mul_div_cancel₀ Z hmu.ne'
  have h : grandEnergy Z 0 (density Z mu) a (Z / mu)
      = ∫ r in a..(Z / mu), (-Z ^ 2 / r + 0 + mu ^ 2 * r) := by
    refine intervalIntegral.integral_congr (fun r hr => ?_)
    have hr0 : r ≠ 0 := (lt_of_lt_of_le (lt_min ha hb) hr.1).ne'
    have hπ : π ≠ 0 := Real.pi_ne_zero
    simp only [density]
    field_simp
    ring
  rw [h, radial_integral _ _ _ ha hb, div_div]
  generalize Z / mu = R at hR ⊢
  linear_combination (mu * R + Z) / 2 * hR
```

## The limit of a vanishing core

Here `𝓝[>] 0` means that a approaches 0 through positive values, and `atBot` means that the function eventually falls below every bound. The proof splits log(Z/(mu a)) into log(Z/mu) - log a. The continuous function `p`, together with the constant logarithm, has a finite limit (`h2`), while Z² log a tends to minus infinity (`h1`), and so does their sum.

```lean
/-- For `Z, mu > 0`, the sum of any continuous function of the core radius `a` and the term
`-Z ^ 2 log (Z / (mu a))` tends to minus infinity as `a` decreases to zero. -/
theorem log_dominates {Z mu : ℝ} (hZ : 0 < Z) (hmu : 0 < mu) {p : ℝ → ℝ} (hp : Continuous p) :
    Tendsto (fun a => p a - Z ^ 2 * Real.log (Z / (mu * a))) (𝓝[>] 0) atBot := by
  have h1 : Tendsto (fun a : ℝ => Z ^ 2 * Real.log a) (𝓝[>] 0) atBot :=
    Real.tendsto_log_nhdsGT_zero.const_mul_atBot (by positivity)
  have h2 : Tendsto (fun a => p a - Z ^ 2 * Real.log (Z / mu)) (𝓝[>] 0)
      (𝓝 (p 0 - Z ^ 2 * Real.log (Z / mu))) :=
    ((hp.sub continuous_const).tendsto 0).mono_left nhdsWithin_le_nhds
  refine (h1.atBot_add h2).congr' ?_
  filter_upwards [self_mem_nhdsWithin] with a ha
  have ha0 : 0 < a := ha
  rw [← div_div, Real.log_div (div_pos hZ hmu).ne' ha0.ne']
  ring
```

## Electrons down to the origin

The number is integrated over the whole disc, with no core removed. The cancellation r · Z/r = Z needs r ≠ 0, and `integral_congr_ae` asks for it only on 0 < r ≤ Z/mu. What remains is the integral of 2Z - 2 mu r, evaluated with the antiderivative 2Zr - mu r². Since mu > 0, the statement mu N = Z² is the same as N = Z²/mu.

```lean
/-- For `Z, mu > 0`, the number `N` of electrons in the whole disc of radius `Z / mu` satisfies
`mu N = Z ^ 2`. -/
theorem electrons_density {Z mu : ℝ} (hZ : 0 < Z) (hmu : 0 < mu) :
    mu * electrons (density Z mu) 0 (Z / mu) = Z ^ 2 := by
  have hR : mu * (Z / mu) = Z := mul_div_cancel₀ Z hmu.ne'
  -- the planar measure cancels the singularity of the density
  have h : electrons (density Z mu) 0 (Z / mu) = ∫ r in (0 : ℝ)..(Z / mu), (2 * Z - 2 * mu * r) := by
    refine intervalIntegral.integral_congr_ae (Eventually.of_forall fun r hr => ?_)
    rw [Set.uIoc_of_le (div_pos hZ hmu).le] at hr
    have hr0 : r ≠ 0 := hr.1.ne'
    have hπ : π ≠ 0 := Real.pi_ne_zero
    simp only [density]
    field_simp
  rw [h, intervalIntegral.integral_eq_sub_of_hasDerivAt
    (f := fun r => 2 * Z * r - mu * (r * r))]
  · generalize Z / mu = R at hR ⊢
    linear_combination (Z - mu * R) * hR
  · intro r _
    refine (((hasDerivAt_id' r).const_mul (2 * Z)).fun_sub
      (((hasDerivAt_id' r).fun_mul (hasDerivAt_id' r)).const_mul mu)).congr_deriv ?_
    ring
  · exact (by fun_prop : Continuous fun r : ℝ => 2 * Z - 2 * mu * r).intervalIntegrable _ _
```

## Finite number and divergent energy together

The final theorem assumes only Z > 0 and mu > 0. The first condition makes the charge attractive; the second places the chemical potential below the zero of energy, so that the electrons occupy a finite disc. Its three parts are the electron number, the divergence of E + mu N and the divergence of E. The energies are stated as limits because Lean gives the value 0 to the integral of a non-integrable function, which would hide the divergence if the integral started at the origin.

The proof feeds the polynomial from each closed form into `log_dominates`. The closed forms hold for a > 0, which is all that a limit from the right requires.

```lean
/-- For `Z, mu > 0`, the planar Thomas-Fermi impurity holds a finite number `N` of electrons with
`mu N = Z ^ 2`, yet its energy outside a core of radius `a` tends to minus infinity as `a`
decreases to zero, both with and without the chemical potential term. -/
theorem planar_impurity_ill_defined {Z mu : ℝ} (hZ : 0 < Z) (hmu : 0 < mu) :
    mu * electrons (density Z mu) 0 (Z / mu) = Z ^ 2 ∧
    Tendsto (fun a => grandEnergy Z mu (density Z mu) a (Z / mu)) (𝓝[>] 0) atBot ∧
    Tendsto (fun a => grandEnergy Z 0 (density Z mu) a (Z / mu)) (𝓝[>] 0) atBot := by
  refine ⟨electrons_density hZ hmu, ?_, ?_⟩
  · refine (log_dominates hZ hmu (p := fun a =>
      3 / 2 * Z ^ 2 - 2 * Z * mu * a + mu ^ 2 * a ^ 2 / 2) (by fun_prop)).congr' ?_
    filter_upwards [self_mem_nhdsWithin] with a ha
    exact (grandEnergy_closed hZ hmu ha).symm
  · refine (log_dominates hZ hmu (p := fun a =>
      Z ^ 2 / 2 - mu ^ 2 * a ^ 2 / 2) (by fun_prop)).congr' ?_
    filter_upwards [self_mem_nhdsWithin] with a ha
    exact (bareEnergy_closed hZ hmu ha).symm

end

end PlanarThomasFermi
```

A density set to zero inside the core is itself a legitimate trial density with at most Z²/mu electrons. Letting the core shrink therefore shows that the energy functional of this model has no lower bound, even with the electron number limited in this way.

```lean
#print axioms PlanarThomasFermi.density_minimises
#print axioms PlanarThomasFermi.planar_impurity_ill_defined
```

```
'PlanarThomasFermi.density_minimises' depends on axioms: [propext, Classical.choice, Quot.sound]
'PlanarThomasFermi.planar_impurity_ill_defined' depends on axioms: [propext, Classical.choice, Quot.sound]
```
